# A linear map of qubit basis states is a CNOT circuit exactly when its binary matrix is invertible

One way to simulate electrons on a quantum computer is to store the occupations \(x_i\in\{0,1\}\) of a finite set of modes in equally many qubits. The Jordan–Wigner encoding stores \(x\) itself; the parity encoding stores running sums modulo 2. Both are linear, storing \(Ax\) for a binary matrix \(A\). Which gates convert one such encoding into another?

Let \(U_A|x\rangle=|Ax\rangle\), with arithmetic modulo 2. The claim is that \(U_A\) is a product of CNOT gates if and only if \(A\) is invertible. Consequently, changing between invertible linear encodings requires only CNOTs.

## From row additions to gates

Two properties of \(U_A\) are immediate. First, \(U_AU_B|x\rangle=|ABx\rangle\), so \(U_AU_B=U_{AB}\). Second, if \(U_A=U_B\), then \(Ax=Bx\) for every \(x\); taking unit vectors for \(x\) shows that all columns agree, so \(A=B\).

A CNOT with control \(c\) and target \(t\neq c\) replaces \(x_t\) by \(x_t+x_c\). It is therefore \(U_T\) with \(T=1+E_{tc}\), where \(E_{tc}\) has a single 1, in row \(t\) and column \(c\). Such a \(T\) is called a transvection, and \(\det T=1\).

Suppose \(U_A\) is a CNOT circuit. Then \(U_A=U_M\), where \(M\) is a product of transvections. Hence \(A=M\) and \(\det A=1\), so \(A\) is invertible.

Conversely, let \(A\) be invertible and reduce it by adding rows to rows and columns to columns. If the corner entry is 0 but its column or row contains a 1, one addition makes the corner 1. Once the corner is 1, further additions clear the rest of its row and column. If the row and column contain no 1 at all, they are already clear. Repeating this on the remaining block leaves a diagonal matrix \(D\). Each addition is its own inverse modulo 2, so

\[
A=PDP',\qquad \det A=\prod_i D_i,
\]

with \(P,P'\) products of transvections. Since \(\det A\neq0\), every \(D_i\) is nonzero and hence 1. Thus \(A=PP'\), and each transvection is one CNOT.

For invertible \(A\) and \(B\), the conversion is \(U_B=U_{BA^{-1}}U_A\), and \(BA^{-1}\) is invertible.

The condition \(c\neq t\) matters. On one qubit, a "gate" with \(c=t\) sends \(x\) to \(x+x=0\). It equals \(U_0\), although the matrix \(0\) is not invertible.

## Registers, gates and circuits in Lean

The finite type `n` labels both modes and qubits, and a basis state is a function `n → ZMod 2`.

```lean
import Mathlib

open Matrix

namespace LinearEncodingCNOT

noncomputable section

variable {n : Type*} [Fintype n] [DecidableEq n]
```

In `encodingOp A`, columns are inputs and rows are outputs. The definition also admits singular `A`, for which the operator is not unitary.

```lean
/-- The operator of the linear encoding `A`: it sends the basis state `x` of the
register to the basis state `A x`, with arithmetic modulo 2. -/
def encodingOp (A : Matrix n n (ZMod 2)) : Matrix (n → ZMod 2) (n → ZMod 2) ℂ :=
  Matrix.of fun y x => if y = A *ᵥ x then 1 else 0
```

The gate is defined by its action on bits, independently of transvections.

```lean
/-- The CNOT gate with control `c` and target `t`: on basis states it adds the control
bit to the target bit modulo 2. It is a gate for `c ≠ t`. -/
def cnot (c t : n) : Matrix (n → ZMod 2) (n → ZMod 2) ℂ :=
  Matrix.of fun y x => if y = Function.update x t (x t + x c) then 1 else 0
```

A circuit is a list of (control, target) pairs. Distinctness is a hypothesis of the theorems, not part of this definition.

```lean
/-- The operator of a list of CNOT gates, each given as (control, target);
the last gate of the list acts first. -/
def circuit (G : List (n × n)) : Matrix (n → ZMod 2) (n → ZMod 2) ℂ :=
  (G.map fun g => cnot g.1 g.2).prod
```

Each pair contributes a transvection whose added 1 stands in the target's row and the control's column. The product of these transvections is the binary matrix of the circuit.

```lean
/-- The product of the binary transvections that belong to a list of
(control, target) pairs. -/
def bitMatrix (G : List (n × n)) : Matrix n n (ZMod 2) :=
  (G.map fun g => Matrix.transvection g.2 g.1 1).prod
```

## Translating circuits into binary matrices

The composition rule comes first.

```lean
/-- Encoding with `B` and then with `A` is encoding with the product `A B`. -/
theorem encodingOp_mul (A B : Matrix n n (ZMod 2)) :
    encodingOp (A * B) = encodingOp A * encodingOp B := by
  ext y x
  simp only [encodingOp, Matrix.mul_apply, Matrix.of_apply, mul_ite, mul_one, mul_zero,
    Finset.sum_ite_eq', Finset.mem_univ, if_true, Matrix.mulVec_mulVec]
```

For injectivity, the proof compares the matrix entries for the transition from `x` to `A *ᵥ x`, then inserts unit vectors.

```lean
/-- The encoding operator determines the binary matrix. -/
theorem encodingOp_injective {A B : Matrix n n (ZMod 2)}
    (h : encodingOp A = encodingOp B) : A = B := by
  -- compare the amplitudes for the transition from `x` to `A x`
  have key : ∀ x, A *ᵥ x = B *ᵥ x := by
    intro x
    have h1 := congrFun (congrFun h (A *ᵥ x)) x
    by_contra hne
    simp [encodingOp, hne] at h1
  ext i j
  simpa using congrFun (key (Pi.single j 1)) i
```

The next proof checks the transvection's action separately on the target bit and on the others.

```lean
/-- A CNOT gate is the encoding operator of an elementary transvection. -/
theorem cnot_eq_encodingOp (c t : n) :
    cnot c t = encodingOp (Matrix.transvection t c 1) := by
  have h : ∀ x : n → ZMod 2,
      Matrix.transvection t c 1 *ᵥ x = Function.update x t (x t + x c) := by
    intro x
    ext i
    rw [Matrix.transvection, Matrix.add_mulVec, Matrix.one_mulVec, Pi.add_apply]
    by_cases h : i = t
    · subst h
      simp [Matrix.mulVec, dotProduct, Matrix.single_apply]
    · simp [Matrix.mulVec, dotProduct, h, Ne.symm h]
  ext y x
  simp only [cnot, encodingOp, Matrix.of_apply, h]
```

Induction on the list extends this to circuits; the empty list gives the identity.

```lean
/-- A CNOT circuit is the encoding operator of the product of its transvections. -/
theorem circuit_eq_encodingOp (G : List (n × n)) :
    circuit G = encodingOp (bitMatrix G) := by
  induction G with
  | nil =>
    ext y x
    simp [circuit, bitMatrix, encodingOp, Matrix.one_apply]
  | cons g G ih =>
    have h1 : circuit (g :: G) = cnot g.1 g.2 * circuit G := by simp [circuit]
    have h2 : bitMatrix (g :: G) = Matrix.transvection g.2 g.1 1 * bitMatrix G := by
      simp [bitMatrix]
    rw [h1, h2, encodingOp_mul, ih, cnot_eq_encodingOp]
```

The same induction gives determinant 1, now using distinct controls and targets.

```lean
/-- If control and target differ in every gate, the binary matrix of the circuit has
determinant 1. -/
theorem det_bitMatrix (G : List (n × n)) (hG : ∀ g ∈ G, g.1 ≠ g.2) :
    (bitMatrix G).det = 1 := by
  induction G with
  | nil => simp [bitMatrix]
  | cons g G ih =>
    have h2 : bitMatrix (g :: G) = Matrix.transvection g.2 g.1 1 * bitMatrix G := by
      simp [bitMatrix]
    rw [h2, Matrix.det_mul, ih fun k hk => hG k (List.mem_cons_of_mem _ hk),
      Matrix.det_transvection_of_ne _ _ (hG g List.mem_cons_self).symm, one_mul]
```

## Elimination and the equivalence

Mathlib's transvections carry a coefficient. Modulo 2 it is either 0, requiring no gate, or 1, requiring one CNOT.

```lean
/-- A product of transvections with arbitrary binary coefficients is the binary matrix
of a list of CNOT gates. -/
theorem exists_gates (L : List (Matrix.TransvectionStruct n (ZMod 2))) :
    ∃ G : List (n × n), (∀ g ∈ G, g.1 ≠ g.2) ∧
      (L.map Matrix.TransvectionStruct.toMatrix).prod = bitMatrix G := by
  induction L with
  | nil => exact ⟨[], by simp, by simp [bitMatrix]⟩
  | cons s L ih =>
    obtain ⟨G, hG, e⟩ := ih
    rcases (by decide : ∀ c : ZMod 2, c = 0 ∨ c = 1) s.c with h | h
    · -- coefficient 0: no gate is needed
      refine ⟨G, hG, ?_⟩
      rw [List.map_cons, List.prod_cons, e, Matrix.TransvectionStruct.toMatrix, h,
        Matrix.transvection_zero, one_mul]
    · -- coefficient 1: one CNOT gate
      refine ⟨(s.j, s.i) :: G, ?_, ?_⟩
      · intro g hg
        rcases List.mem_cons.mp hg with rfl | hg
        · exact s.hij.symm
        · exact hG g hg
      · rw [List.map_cons, List.prod_cons, e, Matrix.TransvectionStruct.toMatrix, h]
        simp [bitMatrix]
```

Mathlib's pivot theorem supplies \(A=PDP'\). The determinant forces `D` to be constantly 1, and the two lists of transvections are joined.

```lean
/-- Every invertible binary matrix is a product of elementary transvections. -/
theorem exists_eq_bitMatrix (A : Matrix n n (ZMod 2)) (hA : IsUnit A.det) :
    ∃ G : List (n × n), (∀ g ∈ G, g.1 ≠ g.2) ∧ A = bitMatrix G := by
  -- Gaussian elimination
  obtain ⟨L, L', D, h⟩ :=
    Matrix.Pivot.exists_list_transvec_mul_diagonal_mul_list_transvec A
  have hdet : A.det = ∏ i, D i := by
    rw [h]
    simp [Matrix.det_mul, Matrix.det_diagonal]
  -- the only nonzero pivot modulo 2 is 1
  have hD : D = fun _ => 1 := by
    funext i
    have hi : D i ≠ 0 := by
      intro h0
      apply hA.ne_zero
      rw [hdet]
      exact Finset.prod_eq_zero (Finset.mem_univ i) h0
    exact (by decide : ∀ c : ZMod 2, c ≠ 0 → c = 1) _ hi
  rw [hD, Matrix.diagonal_one, mul_one] at h
  obtain ⟨G, hG, e⟩ := exists_gates (L ++ L')
  refine ⟨G, hG, ?_⟩
  rw [← e, List.map_append, List.prod_append]
  exact h
```

In the main theorem, `IsUnit A.det` expresses invertibility. The equality of operators is exact, with no leftover phase. There is no bound on the number of gates, and any pair of qubits may be coupled.

```lean
/-- The operator sending each basis state `x` to `A x` is a circuit of CNOT gates
if and only if the binary matrix `A` is invertible. -/
theorem isUnit_det_iff_cnot_circuit (A : Matrix n n (ZMod 2)) :
    IsUnit A.det ↔
      ∃ G : List (n × n), (∀ g ∈ G, g.1 ≠ g.2) ∧ encodingOp A = circuit G := by
  constructor
  · intro hA
    obtain ⟨G, hG, h⟩ := exists_eq_bitMatrix A hA
    exact ⟨G, hG, by rw [circuit_eq_encodingOp, ← h]⟩
  · rintro ⟨G, hG, h⟩
    rw [circuit_eq_encodingOp] at h
    rw [encodingOp_injective h, det_bitMatrix G hG]
    exact isUnit_one
```

The conversion theorem applies this to `B * A⁻¹`. It concerns occupation basis states and, by linearity, their superpositions; the transformation of fermionic ladder operators into Pauli strings is a separate matter.

```lean
/-- Any two invertible linear encodings of fermionic occupations are related by a
circuit of CNOT gates. -/
theorem encodings_related_by_cnots (A B : Matrix n n (ZMod 2))
    (hA : IsUnit A.det) (hB : IsUnit B.det) :
    ∃ G : List (n × n), (∀ g ∈ G, g.1 ≠ g.2) ∧
      encodingOp B = circuit G * encodingOp A := by
  have hBA : IsUnit (B * A⁻¹).det := by
    rw [Matrix.det_mul]
    exact hB.mul (Matrix.isUnit_nonsing_inv_det A hA)
  obtain ⟨G, hG, h⟩ := (isUnit_det_iff_cnot_circuit _).mp hBA
  refine ⟨G, hG, ?_⟩
  rw [← h, ← encodingOp_mul, mul_assoc, Matrix.nonsing_inv_mul A hA, mul_one]
```

For three modes, numbered from 0, the parity encoding stores \((x_0,\;x_0+x_1,\;x_0+x_1+x_2)\). The rightmost gate acts first, adding bit 0 to bit 1; the other then adds the new bit 1 to bit 2. After translation to binary matrices, `decide` checks the product.

```lean
/-- For three modes the parity encoding, which stores the running sums of the
occupations modulo 2, is a cascade of two CNOT gates. -/
theorem parity_encoding_three_modes :
    encodingOp !![1, 0, 0; 1, 1, 0; 1, 1, 1] =
      cnot (1 : Fin 3) 2 * cnot (0 : Fin 3) 1 := by
  rw [cnot_eq_encodingOp, cnot_eq_encodingOp, ← encodingOp_mul]
  exact congrArg encodingOp (by decide)

end

end LinearEncodingCNOT
```

```lean
#print axioms LinearEncodingCNOT.isUnit_det_iff_cnot_circuit
-- 'LinearEncodingCNOT.isUnit_det_iff_cnot_circuit' depends on axioms: [propext, Classical.choice, Quot.sound]
#print axioms LinearEncodingCNOT.encodings_related_by_cnots
-- 'LinearEncodingCNOT.encodings_related_by_cnots' depends on axioms: [propext, Classical.choice, Quot.sound]
#print axioms LinearEncodingCNOT.parity_encoding_three_modes
-- 'LinearEncodingCNOT.parity_encoding_three_modes' depends on axioms: [propext, Classical.choice, Quot.sound]
```
